# The steady-state input curve of a scaled Kerr cavity is strictly increasing exactly when the detuning is at most √3

Let \(X\ge 0\) be the intensity inside a single-mode Kerr cavity, \(D\) the real detuning (positive when the Kerr shift counteracts it) and \(Y\) the input intensity, in units where the decay rate of the field (half that of the energy) and the Kerr coefficient are 1. The steady state obeys

\[
Y(X)=X\bigl(1+(X-D)^2\bigr).
\]

This function is strictly increasing on \(X\ge 0\) if and only if \(D\le\sqrt3\). For every \(D>\sqrt3\), some input \(J>0\) has exactly three positive intensities. These inputs form an open window between the values of \(Y\) at the turning points

\[
X_\mp=\frac{2D\mp\sqrt{D^2-3}}{3},\qquad Y(X_-)-Y(X_+)=\frac{4(D^2-3)^{3/2}}{27}.
\]

## Root finding

A solver for this classical one-mode model is given \(J\) and must find \(X\). Since \(Y(X)\ge X\), every solution lies in \([0,J]\). For \(D\le\sqrt3\), bisection on that interval finds the only one. For \(D>\sqrt3\) and \(J\) inside the window, the answer depends on the bracket or starting guess, and the intervals \((0,X_-)\), \((X_-,X_+)\) and \((X_+,J]\) isolate the three solutions.

A convenient check is \(D=2\): the turning points are \(1\) and \(5/3\), with inputs \(2\) and \(50/27\).

## From the field equation to three intensities

The complex cavity field \(E\) and the drive \(F\) satisfy

\[
F=\bigl(1+i(D-|E|^2)\bigr)E .
\]

The 1 is the decay rate of the field, and \(D-|E|^2\) is the detuning left after the Kerr shift. Taking squared moduli with \(X=|E|^2\) gives \(|F|^2=Y(X)\). The slope is

\[
S(X)=\frac{dY}{dX}=3X^2-4DX+D^2+1 .
\]

**Up to the threshold.** For \(0\le a<b\), \(Y(b)-Y(a)=(b-a)Q\) with

\[
\begin{aligned}
Q&=a^2+ab+b^2-2D(a+b)+D^2+1\\
&=\tfrac34\bigl(a+b-\tfrac{4D}{3}\bigr)^2+\tfrac14(b-a)^2+\tfrac{3-D^2}{3}.
\end{aligned}
\]

If \(0\le D\le\sqrt3\), the second form is positive. If \(D<0\), every term of the first form is nonnegative and the last is 1. Hence \(Y\) is strictly increasing.

**Above the threshold.** Put \(r=\sqrt{D^2-3}\). Then \(0<r<D\), so \(0<X_-<X_+\), and \(S(X)=3(X-X_-)(X-X_+)\). Integrating \(-S\) from \(X_-\) to \(X_+\) gives

\[
Y(X_-)-Y(X_+)=\tfrac12(X_+-X_-)^3=\tfrac12\Bigl(\tfrac{2r}{3}\Bigr)^3=\tfrac{4r^3}{27}>0,
\]

so \(Y\) is not increasing. Take \(J\) with \(Y(X_+)<J<Y(X_-)\). Since \(Y(0)=0<J\) and \(Y(X_++J)\ge X_++J>J\), the intermediate value theorem gives solutions \(a<X_-<b<X_+<c\), with \(a>0\).

**No fourth solution.** Subtracting the equations \(Y(a)=Y(b)=Y(c)=J\) in pairs and dividing by the differences of the intensities gives

\[
a+b+c=2D,\qquad ab+bc+ca=D^2+1,
\]

and then \(abc=J\). Therefore \(Y(X)-J=(X-a)(X-b)(X-c)\), which has no other zero. Differentiating at the zeros gives

\[
\begin{aligned}
S(a)&=(b-a)(c-a)>0,\\
S(b)&=-(b-a)(c-b)<0,\\
S(c)&=(c-a)(c-b)>0.
\end{aligned}
\]

**Converse.** Suppose \(0<a<b<c\) share an input \(J\). Their sum gives \(D>0\), and \((a+b+c)^2>3(ab+bc+ca)\) gives \(4D^2>3(D^2+1)\), so \(D>\sqrt3\). The slope signs force \(a<X_-<b<X_+<c\). Evaluating the factored cubic at \(X_+\) and \(X_-\) then gives \(Y(X_+)<J<Y(X_-)\).

## The Lean file

```lean
import Mathlib

open Set

namespace KerrBistability

noncomputable section

/-- The drive amplitude that sustains the steady cavity field `E` at detuning `D`,
in scaled units with unit loss and unit Kerr coefficient. -/
def kerrDrive (D : ℝ) (E : ℂ) : ℂ :=
  (1 + Complex.I * ((D : ℂ) - ((Complex.normSq E : ℝ) : ℂ))) * E

/-- The input intensity that sustains the intracavity intensity `X` at detuning `D`. -/
def kerrInput (D X : ℝ) : ℝ := X * (1 + (X - D) ^ 2)

/-- The slope of the input intensity as a function of the intracavity intensity. -/
def kerrSlope (D X : ℝ) : ℝ := 3 * X ^ 2 - 4 * D * X + D ^ 2 + 1

/-- For `√3 < D`, the turning point of the response curve at the lower intensity. -/
def turnLow (D : ℝ) : ℝ := (2 * D - √(D ^ 2 - 3)) / 3

/-- For `√3 < D`, the turning point of the response curve at the higher intensity. -/
def turnHigh (D : ℝ) : ℝ := (2 * D + √(D ^ 2 - 3)) / 3

/-- The squared modulus of the drive is the Kerr input law evaluated at the
squared modulus of the cavity field. -/
theorem normSq_kerrDrive (D : ℝ) (E : ℂ) :
    Complex.normSq (kerrDrive D E) = kerrInput D (Complex.normSq E) := by
  have key : ∀ x : ℝ, Complex.normSq (1 + Complex.I * ((D : ℂ) - (x : ℂ)))
      = 1 + (x - D) ^ 2 := by
    intro x
    simp [Complex.normSq_apply]
    ring
  unfold kerrDrive kerrInput
  rw [Complex.normSq_mul, key]
  ring

/-- `kerrSlope` is the derivative of the input with respect to the intracavity intensity. -/
theorem hasDerivAt_kerrInput (D X : ℝ) :
    HasDerivAt (kerrInput D) (kerrSlope D X) X := by
  have h := (hasDerivAt_id' X).fun_mul
    ((((hasDerivAt_id' X).sub_const D).fun_pow 2).const_add 1)
  refine h.congr_deriv ?_
  unfold kerrSlope
  push_cast
  ring

/-- Three distinct intensities sharing the input `J` sum to `2 D`, have pair products
summing to `D ^ 2 + 1`, and factor the steady-state cubic. -/
theorem three_states_factor {D J a b c : ℝ} (hab : a ≠ b) (hac : a ≠ c) (hbc : b ≠ c)
    (ha : kerrInput D a = J) (hb : kerrInput D b = J) (hc : kerrInput D c = J) :
    a + b + c = 2 * D ∧ a * b + b * c + c * a = D ^ 2 + 1 ∧
      ∀ X, kerrInput D X - J = (X - a) * (X - b) * (X - c) := by
  unfold kerrInput at *
  -- divide the differences of the state equations by the differences of the states
  have h1 : a ^ 2 + a * b + b ^ 2 - 2 * D * (a + b) + D ^ 2 + 1 = 0 :=
    mul_left_cancel₀ (sub_ne_zero.mpr hab) (by linear_combination ha - hb)
  have h2 : a ^ 2 + a * c + c ^ 2 - 2 * D * (a + c) + D ^ 2 + 1 = 0 :=
    mul_left_cancel₀ (sub_ne_zero.mpr hac) (by linear_combination ha - hc)
  have e1 : a + b + c = 2 * D :=
    mul_left_cancel₀ (sub_ne_zero.mpr hbc) (by linear_combination h1 - h2)
  have e2 : a * b + b * c + c * a = D ^ 2 + 1 := by
    linear_combination (a + b) * e1 - h1
  have e3 : a * b * c = J := by linear_combination ha + a * e2 - a ^ 2 * e1
  refine ⟨e1, e2, fun X => ?_⟩
  linear_combination X ^ 2 * e1 - X * e2 + e3

/-- Of three intensities sharing one input, the outer two lie where the response curve
rises and the middle one where it falls. -/
theorem slope_signs {D J a b c : ℝ} (hab : a < b) (hbc : b < c)
    (ha : kerrInput D a = J) (hb : kerrInput D b = J) (hc : kerrInput D c = J) :
    0 < kerrSlope D a ∧ kerrSlope D b < 0 ∧ 0 < kerrSlope D c := by
  obtain ⟨e1, e2, -⟩ := three_states_factor hab.ne (hab.trans hbc).ne hbc.ne ha hb hc
  have sa : kerrSlope D a = (b - a) * (c - a) := by
    unfold kerrSlope; linear_combination 2 * a * e1 - e2
  have sb : kerrSlope D b = -((b - a) * (c - b)) := by
    unfold kerrSlope; linear_combination 2 * b * e1 - e2
  have sc : kerrSlope D c = (c - a) * (c - b) := by
    unfold kerrSlope; linear_combination 2 * c * e1 - e2
  have p1 := sub_pos.mpr hab
  have p2 := sub_pos.mpr hbc
  have p3 := sub_pos.mpr (hab.trans hbc)
  rw [sa, sb, sc]
  exact ⟨mul_pos p1 p3, neg_neg_of_pos (mul_pos p1 p2), mul_pos p3 p2⟩

/-- Above the critical detuning the two turning points are positive and distinct, they are
the zeros of the slope, and the upper one has the smaller input. -/
theorem turning_points {D : ℝ} (h : √3 < D) :
    0 < turnLow D ∧ turnLow D < turnHigh D ∧
      kerrInput D (turnHigh D) < kerrInput D (turnLow D) ∧
      ∀ X, kerrSlope D X = 3 * ((X - turnLow D) * (X - turnHigh D)) := by
  have hD : 0 < D := lt_of_le_of_lt (Real.sqrt_nonneg 3) h
  have h3 : 3 < D ^ 2 := (Real.sqrt_lt' hD).mp h
  have hr0 : 0 < √(D ^ 2 - 3) := Real.sqrt_pos.mpr (by linarith)
  have hrD : √(D ^ 2 - 3) < D := (Real.sqrt_lt' hD).mpr (by linarith)
  have hr : √(D ^ 2 - 3) ^ 2 = D ^ 2 - 3 := Real.sq_sqrt (by linarith)
  unfold turnLow turnHigh kerrInput kerrSlope
  generalize √(D ^ 2 - 3) = r at *
  refine ⟨by linarith, by linarith, ?_, fun X => by linear_combination hr / 3⟩
  -- the difference between the two turning-point inputs
  have gap : (2 * D - r) / 3 * (1 + ((2 * D - r) / 3 - D) ^ 2)
      - (2 * D + r) / 3 * (1 + ((2 * D + r) / 3 - D) ^ 2) = 4 * r ^ 3 / 27 := by
    linear_combination (-(2 * r / 9)) * hr
  have : 0 < 4 * r ^ 3 / 27 := by positivity
  linarith

/-- Above the critical detuning, every input strictly between the two turning-point inputs
has exactly three intensities, one on each branch of the response curve. -/
theorem three_states_of_window {D J : ℝ} (h : √3 < D)
    (hJ : J ∈ Ioo (kerrInput D (turnHigh D)) (kerrInput D (turnLow D))) :
    ∃ a b c, 0 < a ∧ a < turnLow D ∧ turnLow D < b ∧ b < turnHigh D ∧ turnHigh D < c ∧
      ∀ X, kerrInput D X = J ↔ X = a ∨ X = b ∨ X = c := by
  obtain ⟨hl, hlh, -, -⟩ := turning_points h
  have hh : 0 < turnHigh D := hl.trans hlh
  have cont : Continuous (kerrInput D) :=
    continuous_iff_continuousAt.mpr fun x => (hasDerivAt_kerrInput D x).continuousAt
  have hge : ∀ X, 0 ≤ X → X ≤ kerrInput D X := by
    intro X hX
    unfold kerrInput
    nlinarith [mul_nonneg hX (sq_nonneg (X - D))]
  have hJ0 : 0 < J := by linarith [hge _ hh.le, hJ.1]
  have h0 : kerrInput D 0 = 0 := by simp [kerrInput]
  have hM : J < kerrInput D (turnHigh D + J) := by
    linarith [hge (turnHigh D + J) (by linarith)]
  -- one state on each branch by the intermediate value theorem
  obtain ⟨a, ⟨ha0, hal⟩, ha⟩ := intermediate_value_Ioo hl.le cont.continuousOn
    (show J ∈ Ioo (kerrInput D 0) (kerrInput D (turnLow D)) from ⟨by rw [h0]; exact hJ0, hJ.2⟩)
  obtain ⟨b, ⟨hlb, hbh⟩, hb⟩ := intermediate_value_Ioo' hlh.le cont.continuousOn hJ
  obtain ⟨c, ⟨hhc, -⟩, hc⟩ := intermediate_value_Ioo
    (show turnHigh D ≤ turnHigh D + J by linarith) cont.continuousOn
    (show J ∈ Ioo (kerrInput D (turnHigh D)) (kerrInput D (turnHigh D + J)) from ⟨hJ.1, hM⟩)
  refine ⟨a, b, c, ha0, hal, hlb, hbh, hhc, fun X => ⟨fun hX => ?_, ?_⟩⟩
  · -- the factorised cubic leaves no room for a fourth state
    obtain ⟨-, -, f⟩ := three_states_factor (hal.trans hlb).ne
      ((hal.trans hlb).trans (hbh.trans hhc)).ne (hbh.trans hhc).ne ha hb hc
    have hz : (X - a) * (X - b) * (X - c) = 0 := by rw [← f X, hX, sub_self]
    rcases mul_eq_zero.mp hz with h' | h'
    · rcases mul_eq_zero.mp h' with h'' | h''
      · exact Or.inl (sub_eq_zero.mp h'')
      · exact Or.inr (Or.inl (sub_eq_zero.mp h''))
    · exact Or.inr (Or.inr (sub_eq_zero.mp h'))
  · rintro (rfl | rfl | rfl) <;> assumption

/-- Three distinct positive intensities at one input require a detuning above `√3` and an
input strictly between the two turning-point inputs. -/
theorem window_of_three_states {D J a b c : ℝ} (ha0 : 0 < a) (hab : a < b) (hbc : b < c)
    (ha : kerrInput D a = J) (hb : kerrInput D b = J) (hc : kerrInput D c = J) :
    √3 < D ∧ J ∈ Ioo (kerrInput D (turnHigh D)) (kerrInput D (turnLow D)) := by
  obtain ⟨e1, e2, f⟩ := three_states_factor hab.ne (hab.trans hbc).ne hbc.ne ha hb hc
  have hD : 0 < D := by linarith
  have hsq : (a + b + c) ^ 2 = (2 * D) ^ 2 := by rw [e1]
  have h : √3 < D := (Real.sqrt_lt' hD).mpr (by
    nlinarith [pow_pos (sub_pos.mpr hab) 2, sq_nonneg (b - c), sq_nonneg (c - a)])
  obtain ⟨-, hlh, -, s⟩ := turning_points h
  obtain ⟨sa, sb, sc⟩ := slope_signs hab hbc ha hb hc
  rw [s] at sa sb sc
  -- the slope signs interlace the states with the turning points
  have hlb : turnLow D < b := by
    by_contra hn
    have hn := not_lt.mp hn
    nlinarith [mul_nonneg (sub_nonneg.mpr hn) (sub_nonneg.mpr (hn.trans hlh.le))]
  have hbh : b < turnHigh D := by
    by_contra hn
    have hn := not_lt.mp hn
    nlinarith [mul_nonneg (sub_nonneg.mpr hlb.le) (sub_nonneg.mpr hn)]
  have hal : a < turnLow D := by
    by_contra hn
    have hn := not_lt.mp hn
    nlinarith [mul_nonneg (sub_nonneg.mpr hn) (sub_nonneg.mpr (hab.trans hbh).le)]
  have hhc : turnHigh D < c := by
    by_contra hn
    have hn := not_lt.mp hn
    nlinarith [mul_nonneg (sub_nonneg.mpr (hlb.trans hbc).le) (sub_nonneg.mpr hn)]
  have p := mul_pos (mul_pos (sub_pos.mpr (hab.trans hbh)) (sub_pos.mpr hbh))
    (sub_pos.mpr hhc)
  have q := mul_pos (mul_pos (sub_pos.mpr hal) (sub_pos.mpr hlb))
    (sub_pos.mpr (hlb.trans hbc))
  exact ⟨h, by nlinarith [f (turnHigh D)], by nlinarith [f (turnLow D)]⟩

/-- The Kerr-cavity input is strictly increasing in the intracavity intensity exactly when
`D ≤ √3`; for every larger detuning some positive input has exactly three positive
intracavity intensities. -/
theorem kerr_bistability (D : ℝ) :
    (StrictMonoOn (kerrInput D) (Ici 0) ↔ D ≤ √3) ∧
      (√3 < D → ∃ J, 0 < J ∧ {X : ℝ | 0 < X ∧ kerrInput D X = J}.ncard = 3) := by
  refine ⟨⟨fun hm => ?_, fun h => ?_⟩, fun h => ?_⟩
  · -- above threshold the curve falls between the turning points
    by_contra hn
    obtain ⟨hl, hlh, hlt, -⟩ := turning_points (not_le.mp hn)
    exact lt_asymm hlt (hm (mem_Ici.mpr hl.le) (mem_Ici.mpr (hl.trans hlh).le) hlh)
  · intro a ha b hb hab
    have ha0 : 0 ≤ a := ha
    have hb0 : 0 ≤ b := hb
    -- the difference quotient is positive
    have hq : 0 < a ^ 2 + a * b + b ^ 2 - 2 * D * (a + b) + D ^ 2 + 1 := by
      rcases le_total 0 D with hD | hD
      · have h3 : D ^ 2 ≤ 3 := by
          have := pow_le_pow_left₀ hD h 2
          rwa [Real.sq_sqrt (by norm_num : (0 : ℝ) ≤ 3)] at this
        nlinarith [sq_nonneg (a + b - 4 * D / 3), pow_pos (sub_pos.mpr hab) 2]
      · nlinarith [mul_nonneg (neg_nonneg.mpr hD) (add_nonneg ha0 hb0),
          mul_nonneg ha0 hb0, sq_nonneg a, sq_nonneg b, sq_nonneg D]
    have hp := mul_pos (sub_pos.mpr hab) hq
    unfold kerrInput
    linarith
  · obtain ⟨hl, hlh, hlt, -⟩ := turning_points h
    obtain ⟨J, hJ⟩ := exists_between hlt
    obtain ⟨a, b, c, ha0, hal, hlb, hbh, hhc, hall⟩ := three_states_of_window h hJ
    have hab := hal.trans hlb
    have hbc := hbh.trans hhc
    have hpos : 0 < kerrInput D (turnHigh D) := by
      have := hl.trans hlh
      unfold kerrInput
      positivity
    refine ⟨J, hpos.trans hJ.1, Set.ncard_eq_three.mpr
      ⟨a, b, c, hab.ne, (hab.trans hbc).ne, hbc.ne, ?_⟩⟩
    ext X
    simp only [Set.mem_ofPred_eq, mem_insert_iff, mem_singleton_iff, hall]
    refine ⟨fun hX => hX.2, fun hX => ⟨?_, hX⟩⟩
    rcases hX with hX | hX | hX <;> linarith

end

end KerrBistability
```

```lean
#print axioms KerrBistability.normSq_kerrDrive
#print axioms KerrBistability.window_of_three_states
#print axioms KerrBistability.kerr_bistability
```

```
'KerrBistability.normSq_kerrDrive' depends on axioms: [propext, Classical.choice, Quot.sound]
'KerrBistability.window_of_three_states' depends on axioms: [propext, Classical.choice, Quot.sound]
'KerrBistability.kerr_bistability' depends on axioms: [propext, Classical.choice, Quot.sound]
```

## What the theorems say, and where they stop

`kerrDrive` is \(F\) as a function of \(E\), `kerrInput` is \(Y\), `kerrSlope` is \(S\), and `turnLow` and `turnHigh` are \(X_-\) and \(X_+\). `Complex.normSq` is the squared modulus, and `normSq_kerrDrive` links the field equation to the intensity law.

In `kerr_bistability`, `StrictMonoOn (kerrInput D) (Ici 0)` means strict growth on \([0,\infty)\), for any real \(D\). The second part says that the set of positive \(X\) with input \(J\) has three elements (`ncard = 3`), so a repeated root counts once. `three_states_of_window` extends this to every input in the open window, and `window_of_three_states` is the converse.

The proofs follow the derivation closely. `three_states_factor` cancels the nonzero differences with `mul_left_cancel₀`, and `linear_combination` checks the polynomial identities. `slope_signs` reads the signs from the factored slopes. `turning_points` replaces the square root by `r` and verifies the window width algebraically, where the derivation above integrates. `three_states_of_window` applies the intermediate value theorem once per branch. In the final theorem, `nlinarith` receives the squares that make \(Q\) positive.

At \(D=\sqrt3\) the turning points merge at \(X=2/\sqrt3\), where \(Y=8/(3\sqrt3)\). The slope vanishes there although \(Y\) is still strictly increasing: the solution is unique, but a Newton step taken at that point divides by zero.

The theorems concern exact real arithmetic and steady states of one mode, without noise, quantum fluctuations or spatial structure. They do not address stability or the convergence of a solver. Stability can be stated once a time evolution is chosen, for example \(dE/dt=F-(1+i(D-|E|^2))E\) with constant \(F\). Its linearisation at a steady state has trace \(-2\) and determinant \(S(X)\), so the slope signs above make the middle state a saddle and the outer two linearly stable. This last step is not formalised here.
